# The imaginary-time propagator is diagonal in a unitary eigenbasis, with entries exp(−βεᵢ)

Let K = U diag(ε) U* be a finite complex matrix, with U unitary and the eigenvalues εᵢ real. The theorem `propagator_eq` says that the imaginary-time propagator exp(−βK) equals U diag(exp(−βεᵢ)) U* for every real β. The propagator is unnormalised: it is not divided by its trace. The proof moves the factor −β into the diagonal matrix, takes the conjugation by U outside the exponential, and then reduces the exponential of a diagonal matrix to ordinary exponentials of its entries.

The failing Lean file:

```lean
import Mathlib

open Matrix

namespace PropagatorEq

noncomputable section

variable {n : Type*} [Fintype n] [DecidableEq n]

/-- The imaginary-time propagator `exp(-β K)`. -/
def propagator (β : ℝ) (K : Matrix n n ℂ) : Matrix n n ℂ :=
  NormedSpace.exp (((-β : ℝ) : ℂ) • K)

/-- In a unitary eigenbasis the propagator is diagonal, with entries `exp(-β ε i)`. -/
theorem propagator_eq {U : Matrix n n ℂ} (hU : U ∈ unitaryGroup n ℂ) (ε : n → ℝ) (β : ℝ) :
    propagator β (U * diagonal (fun i => (ε i : ℂ)) * star U)
      = U * diagonal (fun i => ((Real.exp (-β * ε i) : ℝ) : ℂ)) * star U := by
  have hU1 : star U * U = 1 := mem_unitaryGroup_iff'.mp hU
  have hU2 : U * star U = 1 := mem_unitaryGroup_iff.mp hU
  have hinv : U⁻¹ = star U := inv_eq_right_inv hU2
  have hu : IsUnit U := ⟨⟨U, star U, hU2, hU1⟩, rfl⟩
  have hd : diagonal (fun i => ((-β * ε i : ℝ) : ℂ))
      = ((-β : ℝ) : ℂ) • diagonal (fun i => (ε i : ℂ)) := by
    ext i j
    by_cases h : i = j <;> simp [diagonal_apply, h]
  have hs : ((-β : ℝ) : ℂ) • (U * diagonal (fun i => (ε i : ℂ)) * star U)
      = U * diagonal (fun i => ((-β * ε i : ℝ) : ℂ)) * U⁻¹ := by
    rw [hd, hinv, Matrix.mul_smul, Matrix.smul_mul]
  have he : NormedSpace.exp (fun i => ((-β * ε i : ℝ) : ℂ))
      = fun i => ((Real.exp (-β * ε i) : ℝ) : ℂ) := by
    funext i
    rw [Pi.exp_apply, Complex.ofReal_exp, Complex.exp_eq_exp_ℂ]
  unfold propagator
  rw [hs, Matrix.exp_conj _ _ hu, Matrix.exp_diagonal, hinv, he]

end

end PropagatorEq
```

Messages:

```
Main.lean:33:8: error(lean.unknownIdentifier): Unknown identifier `Pi.exp_apply`
Main.lean:26:33: warning: This simp argument is unused:
  diagonal_apply

Hint: Omit it from the simp argument list.
  [apply] simp [h]

Note: This linter can be disabled with `set_option linter.unusedSimpArgs false`
```

The error says that Lean knows no lemma called `Pi.exp_apply` here, so the `rw` in `he` fails at its first step. That step was meant to say that the exponential of a function `n → ℂ`, evaluated at `i`, is the exponential of its value at `i`.

The repair obtains this fact from `NormedSpace.map_exp`, which lets a continuous ring homomorphism pass through the exponential. The homomorphism is evaluation at `i`, `Pi.evalRingHom`, and `continuous_apply i` supplies its continuity. The two remaining rewrites are kept: they turn the real exponential on the right of the goal into `NormedSpace.exp` of a complex number. The goal then agrees with `h` once the evaluations are unfolded, and `exact h` closes it.

The warning is separate: `simp` did not need `diagonal_apply` in the proof of `hd`. Removing it is mere tidying.

The mended proof, as a diff:

```diff
@@ -24,5 +24,5 @@
       = ((-β : ℝ) : ℂ) • diagonal (fun i => (ε i : ℂ)) := by
     ext i j
-    by_cases h : i = j <;> simp [diagonal_apply, h]
+    by_cases h : i = j <;> simp [h]
   have hs : ((-β : ℝ) : ℂ) • (U * diagonal (fun i => (ε i : ℂ)) * star U)
       = U * diagonal (fun i => ((-β * ε i : ℝ) : ℂ)) * U⁻¹ := by
@@ -31,5 +31,8 @@
       = fun i => ((Real.exp (-β * ε i) : ℝ) : ℂ) := by
     funext i
-    rw [Pi.exp_apply, Complex.ofReal_exp, Complex.exp_eq_exp_ℂ]
+    have h := NormedSpace.map_exp (Pi.evalRingHom (fun _ : n => ℂ) i) (continuous_apply i)
+      (fun i => ((-β * ε i : ℝ) : ℂ))
+    rw [Complex.ofReal_exp, Complex.exp_eq_exp_ℂ]
+    exact h
   unfold propagator
   rw [hs, Matrix.exp_conj _ _ hu, Matrix.exp_diagonal, hinv, he]
```
